# The Hermite Coulomb integral $R^0_{tuv}$ draws only on Boys orders from $\lceil t/2\rceil+\lceil u/2\rceil+\lceil v/2\rceil$ to $t+u+v$

A Gaussian charge cloud with exponent $p$ sits at a displacement $(X,Y,Z)$ from a nucleus. Up to a prefactor, their Coulomb interaction is $F_0(\rho)$, where $\rho=p(X^2+Y^2+Z^2)$ and $F_n(\rho)=\int_0^1 s^{2n}e^{-\rho s^2}\,ds$ is the Boys function of order $n$. Clouds built from functions of higher angular momentum require derivatives of this interaction. Which Boys orders enter a given derivative?

Define
$$R^n_{tuv}=\partial_X^t\,\partial_Y^u\,\partial_Z^v\,\big[(-2p)^nF_n(\rho)\big].$$
Since $F_n'=-F_{n+1}$, one derivative gives $\partial_X R^n_{000}=X R^{n+1}_{000}$. Applying the remaining derivatives with the product rule yields
$$R^n_{t+1,u,v}=t\,R^{n+1}_{t-1,u,v}+X\,R^{n+1}_{tuv},$$
and likewise for $Y$ and $Z$. The values $R^n_{000}$ are the seeds of the recurrence.

**Claim.** Let two real arrays $R$ and $S$ obey the three recurrences with the same $X,Y,Z$. If $R^n_{000}=S^n_{000}$ for every $n$ with $\lceil t/2\rceil+\lceil u/2\rceil+\lceil v/2\rceil\le n\le t+u+v$, then $R^0_{tuv}=S^0_{tuv}$.

## Counting orders along each axis

Take one axis first and write $f^n_t$ for the array. We seek weights $c_{t,k}$ with $f^n_t=\sum_k c_{t,k}f^{n+k}_0$. For $t=0$ the only nonzero weight is $c_{0,0}=1$. Inserting the expansions for $t-1$ and $t$ into the recurrence gives
$$f^n_{t+1}=\sum_k\big(t\,c_{t-1,k}+X\,c_{t,k}\big)f^{n+1+k}_0,$$
so $c_{t+1,0}=0$ and $c_{t+1,k+1}=t\,c_{t-1,k}+X\,c_{t,k}$.

A nonzero $c_{t,k}$ requires $\lceil t/2\rceil\le k\le t$. This holds at $t=0$. If $c_{t+1,k+1}\ne0$, there are two cases:

- If $c_{t,k}\neq0$, then $\lceil t/2\rceil\le k\le t$, hence $\lceil (t+1)/2\rceil\le k+1\le t+1$.
- Otherwise $t\ge1$ and $c_{t-1,k}\ne0$, so $\lceil (t-1)/2\rceil\le k\le t-1$. Adding one gives $\lceil (t+1)/2\rceil\le k+1\le t$.

Each step raises the order by one and removes at most two units of index, which is where the halves come from. Expanding along all three axes,
$$R^m_{tuv}=\sum_{i,j,k}c_{t,i}(X)\,c_{u,j}(Y)\,c_{v,k}(Z)\,R^{m+i+j+k}_{000}.$$
Adding the three ranges places $i+j+k$ in the stated window. Agreement there makes the two expansions equal term by term, and $m=0$ is the claim.

When $X,Y,Z$ are all nonzero, every order in the window matters. Put $a_{t,k}=X^tc_{t,k}$. Then $a_{0,0}=1$, $a_{1,1}=X^2$, and
$$a_{t+2,k+1}=X^2\big[(t+1)\,a_{t,k}+a_{t+1,k}\big].$$
By induction all $a_{t,k}$ are nonnegative. For $\lceil t/2\rceil\le k\le t$ the first term in the bracket is positive, and for $k=t+1$ the second is, so $a_{t,k}>0$ throughout its range. Any $N$ in the three-axis window splits into admissible $i+j+k$. If the seeds differ only at order $m+N$, then $X^tY^uZ^v(R^m_{tuv}-S^m_{tuv})$ is a positive number times the seed difference, hence nonzero.

## The integral $R^0_{210}$ in a calculation

For $(t,u,v)=(2,1,0)$ the window is $2\le n\le3$. The recurrence gives
$$R^0_{210}=R^1_{010}+X R^1_{110}=Y R^2_{000}+X^2Y R^3_{000}=4p^2Y F_2(\rho)-8p^3X^2Y F_3(\rho).$$
Neither $F_0$ nor $F_1$ appears. A nuclear-attraction program usually needs a whole block of integrals with $t+u+v\le L$. That block includes $R^0_{000}$, so it still uses order zero; the lower bound applies to each integral separately.

## Recurrences and window in Lean

```lean
import Mathlib

open Finset

namespace HermiteCoulombWindow

noncomputable section
```

The expression `R n t u v` stands for $R^n_{tuv}$.

```lean
/-- The Hermite Coulomb recurrences for an array `R n t u v` with auxiliary (Boys) order `n`,
Hermite indices `t, u, v` and separation vector `(X, Y, Z)`. -/
structure IsHermiteCoulomb (X Y Z : ℝ) (R : ℕ → ℕ → ℕ → ℕ → ℝ) : Prop where
  stepX : ∀ n t u v, R n (t + 1) u v = t * R (n + 1) (t - 1) u v + X * R (n + 1) t u v
  stepY : ∀ n t u v, R n t (u + 1) v = u * R (n + 1) t (u - 1) v + Y * R (n + 1) t u v
  stepZ : ∀ n t u v, R n t u (v + 1) = v * R (n + 1) t u (v - 1) + Z * R (n + 1) t u v
```

An array here is any real function of four natural numbers that satisfies the recurrences. Identifying it with actual Coulomb integrals is the differentiation carried out above, which the hypotheses take as given. At `t = 0`, natural subtraction makes `t - 1` zero, but the prefactor removes that term.

```lean
/-- The sum of the Hermite indices, each halved and rounded up. -/
def minOrder (t u v : ℕ) : ℕ := (t + 1) / 2 + (u + 1) / 2 + (v + 1) / 2
```

Natural division rounds down, so `(t + 1) / 2` is $\lceil t/2\rceil$.

## Weights and their range

`coeff X t k` is $c_{t,k}(X)$, defined by its values at $t=0,1$ and a two-step recursion.

```lean
/-- The weight with which the seed `k` orders higher enters an integral of Hermite index `t`
along one axis. -/
def coeff (X : ℝ) : ℕ → ℕ → ℝ
  | 0, k => if k = 0 then 1 else 0
  | 1, k => if k = 1 then X else 0
  | _ + 2, 0 => 0
  | t + 2, k + 1 => (t + 1) * coeff X t k + X * coeff X (t + 1) k
```

The next lemma restores the one-step form used by hand.

```lean
/-- The weights obey the one-axis recurrence, and a positive Hermite index never uses the seed
of unraised order. -/
theorem coeff_succ (X : ℝ) (t : ℕ) : coeff X (t + 1) 0 = 0 ∧
    ∀ k, coeff X (t + 1) (k + 1) = t * coeff X (t - 1) k + X * coeff X t k := by
  cases t <;> simp [coeff]
```

The range of nonzero weights follows by strong induction, with the same two cases as above.

```lean
/-- A seed can contribute along one axis only if its order is raised by at least half the
Hermite index, rounded up, and by at most the Hermite index. -/
theorem coeff_support (X : ℝ) (t k : ℕ) (h : coeff X t k ≠ 0) :
    (t + 1) / 2 ≤ k ∧ k ≤ t := by
  induction t using Nat.strong_induction_on generalizing k with
  | _ t ih =>
    rcases t with _ | t
    · by_cases hk : k = 0
      · subst hk
        simp
      · exact absurd (by simp [coeff, hk]) h
    · rcases k with _ | k
      · exact absurd (coeff_succ X t).1 h
      · rw [(coeff_succ X t).2] at h
        by_cases h1 : coeff X t k = 0
        · -- only the lowered term survives, so `t` is positive
          rw [h1, mul_zero, add_zero] at h
          have ht : t ≠ 0 := fun h0 => h (by simp [h0])
          have := ih (t - 1) (by omega) k (right_ne_zero_of_mul h)
          omega
        · have := ih t (by omega) k h1
          omega
```

The inequalities are closed by `omega`, a tactic for linear arithmetic over the integers and natural numbers. It replaces a quotient such as `(t + 1) / 2` by an integer $q$ with $2q\le t+1<2q+2$, and it splits truncated subtractions into cases. The ceilings therefore need no lemmas of their own, and the same tactic later adds the three ranges.

The sign lemma treats $a_{t,k}$. In the case of index at least two, the equation `e` is the recursion for $a_{t+2,k+1}$, and the final case split is $k\le t$ against $k=t+1$, with `s` in the role of $t$.

```lean
/-- For a nonzero separation `X`, the weights multiplied by `X ^ t` are nonnegative, and they
are positive at every order between half the Hermite index, rounded up, and the index. -/
theorem coeff_sign {X : ℝ} (hX : X ≠ 0) (t k : ℕ) : 0 ≤ X ^ t * coeff X t k ∧
    ((t + 1) / 2 ≤ k → k ≤ t → 0 < X ^ t * coeff X t k) := by
  have hX2 : 0 < X ^ 2 := by positivity
  induction t using Nat.strong_induction_on generalizing k with
  | _ t ih =>
    rcases t with _ | _ | s
    · by_cases hk : k = 0
      · subst hk
        simp [coeff]
      · exact ⟨by simp [coeff, hk], fun _ h => absurd (by omega) hk⟩
    · by_cases hk : k = 1
      · subst hk
        have e : X ^ (0 + 1) * coeff X (0 + 1) 1 = X ^ 2 := by
          rw [show coeff X (0 + 1) 1 = X by simp [coeff]]
          ring
        rw [e]
        exact ⟨hX2.le, fun _ _ => hX2⟩
      · exact ⟨by simp [coeff, hk], fun _ _ => absurd (by omega) hk⟩
    · rcases k with _ | k
      · exact ⟨by simp [coeff], fun _ _ => by exfalso; omega⟩
      · have e : X ^ (s + 1 + 1) * coeff X (s + 1 + 1) (k + 1) = X ^ 2 *
            (((s : ℝ) + 1) * (X ^ s * coeff X s k) + X ^ (s + 1) * coeff X (s + 1) k) := by
          simp only [coeff]
          ring
        obtain ⟨a0, a1⟩ := ih s (by omega) k
        obtain ⟨b0, b1⟩ := ih (s + 1) (by omega) k
        have a2 := mul_nonneg (show (0 : ℝ) ≤ (s : ℝ) + 1 by positivity) a0
        rw [e]
        refine ⟨mul_nonneg hX2.le (add_nonneg a2 b0), fun _ _ => mul_pos hX2 ?_⟩
        by_cases hk : k ≤ s
        · exact add_pos_of_pos_of_nonneg
            (mul_pos (by positivity) (a1 (by omega) hk)) b0
        · exact add_pos_of_nonneg_of_pos a2 (b1 (by omega) (by omega))
```

## From one axis to three

The sum in `expand_axis` may run to any bound `K` above `t`. This lets the expansions for $t-1$ and $t$ share one range, so they can be added term by term.

```lean
/-- An array obeying the recurrence along one axis is a weighted sum of its seeds. -/
theorem expand_axis {X : ℝ} {f : ℕ → ℕ → ℝ}
    (hf : ∀ n t, f n (t + 1) = t * f (n + 1) (t - 1) + X * f (n + 1) t) (t : ℕ) :
    ∀ n K, t < K → f n t = ∑ k ∈ range K, coeff X t k * f (n + k) 0 := by
  induction t using Nat.strong_induction_on with
  | _ t ih =>
    intro n K hK
    rcases t with _ | t
    · rw [sum_eq_single 0]
      · simp [coeff]
      · intro k _ hk
        simp [coeff, hk]
      · intro h
        exact absurd (mem_range.mpr hK) h
    · obtain ⟨L, rfl⟩ : ∃ L, K = L + 1 := ⟨K - 1, by omega⟩
      rw [hf, ih (t - 1) (by omega) (n + 1) L (by omega),
        ih t (by omega) (n + 1) L (by omega), sum_range_succ', (coeff_succ X t).1,
        zero_mul, add_zero, mul_sum, mul_sum, ← sum_add_distrib]
      refine sum_congr rfl fun k _ => ?_
      rw [(coeff_succ X t).2, show n + (k + 1) = n + 1 + k by omega]
      ring
```

Applying it along $X$, then $Y$, then $Z$ gives the triple sum.

```lean
variable {X Y Z : ℝ} {R S : ℕ → ℕ → ℕ → ℕ → ℝ}

/-- Every entry of an array obeying the Hermite Coulomb recurrences is a sum of seeds `R n 0 0 0`,
weighted by a product of one factor for each axis. -/
theorem expansion (h : IsHermiteCoulomb X Y Z R) (m t u v : ℕ) :
    R m t u v = ∑ i ∈ range (t + 1), ∑ j ∈ range (u + 1), ∑ k ∈ range (v + 1),
      coeff X t i * coeff Y u j * coeff Z v k * R (m + (i + j + k)) 0 0 0 := by
  have hx : R m t u v = ∑ i ∈ range (t + 1), coeff X t i * R (m + i) 0 u v :=
    expand_axis (f := fun n a => R n a u v) (fun n a => h.stepX n a u v) t m _ (by omega)
  have hy : ∀ n, R n 0 u v = ∑ j ∈ range (u + 1), coeff Y u j * R (n + j) 0 0 v := fun n =>
    expand_axis (f := fun n b => R n 0 b v) (fun n b => h.stepY n 0 b v) u n _ (by omega)
  have hz : ∀ n, R n 0 0 v = ∑ k ∈ range (v + 1), coeff Z v k * R (n + k) 0 0 0 := fun n =>
    expand_axis (f := fun n c => R n 0 0 c) (fun n c => h.stepZ n 0 0 c) v n _ (by omega)
  rw [hx]
  refine sum_congr rfl fun i _ => ?_
  rw [hy, mul_sum]
  refine sum_congr rfl fun j _ => ?_
  rw [hz, mul_sum, mul_sum]
  refine sum_congr rfl fun k _ => ?_
  rw [show m + (i + j + k) = m + i + j + k by omega]
  ring
```

## Agreement on the window suffices

In the main theorem `n` counts orders above the target's own order `m`; for `m = 0` it is the Boys order itself. The proof compares the expansions termwise. A zero weight removes both terms, and a nonzero weight puts `i + j + k` in the window, where `hseed` applies.

```lean
/-- Two arrays obeying the recurrences with the same separation agree at `(m, t, u, v)` if their
seeds agree at the orders `m + n` with `minOrder t u v ≤ n ≤ t + u + v`. -/
theorem eq_of_seeds_eq_on_window (hR : IsHermiteCoulomb X Y Z R)
    (hS : IsHermiteCoulomb X Y Z S) (m t u v : ℕ)
    (hseed : ∀ n, minOrder t u v ≤ n → n ≤ t + u + v → R (m + n) 0 0 0 = S (m + n) 0 0 0) :
    R m t u v = S m t u v := by
  rw [expansion hR m t u v, expansion hS m t u v]
  refine sum_congr rfl fun i _ => sum_congr rfl fun j _ => sum_congr rfl fun k _ => ?_
  by_cases hc : coeff X t i * coeff Y u j * coeff Z v k = 0
  · rw [hc, zero_mul, zero_mul]
  · -- a nonzero weight forces the order into the window
    have h1 := coeff_support X t i (left_ne_zero_of_mul (left_ne_zero_of_mul hc))
    have h2 := coeff_support Y u j (right_ne_zero_of_mul (left_ne_zero_of_mul hc))
    have h3 := coeff_support Z v k (right_ne_zero_of_mul hc)
    rw [hseed (i + j + k) (by unfold minOrder; omega) (by omega)]
```

## Every order in the window counts

The next theorem shows that no order can be dropped from the window. It assumes nonzero `X`, `Y`, `Z` and seeds that differ, from order `m` on, only at `m + N`; differences at several orders could cancel. For $X=0$ and $(t,u,v)=(1,0,0)$ the integral vanishes whatever the seeds are, so the conclusion fails there.

The numbers `a`, `b`, `c` split `N` among the axes. `F` collects the sign-adjusted weights that reach order `N`; `hpos` shows that their sum is positive, and `hsum` is the proportionality between target and seed differences.

```lean
/-- If `X`, `Y`, `Z` are nonzero and the seeds of two arrays obeying the recurrences differ, from
order `m` on, at a single order `m + N` with `minOrder t u v ≤ N ≤ t + u + v`, then the arrays
differ at `(m, t, u, v)`. -/
theorem ne_of_seed_ne_in_window (hX : X ≠ 0) (hY : Y ≠ 0) (hZ : Z ≠ 0)
    (hR : IsHermiteCoulomb X Y Z R) (hS : IsHermiteCoulomb X Y Z S) (m t u v N : ℕ)
    (hlo : minOrder t u v ≤ N) (hhi : N ≤ t + u + v)
    (hN : R (m + N) 0 0 0 ≠ S (m + N) 0 0 0)
    (hoff : ∀ n, n ≠ N → R (m + n) 0 0 0 = S (m + n) 0 0 0) :
    R m t u v ≠ S m t u v := by
  intro heq
  unfold minOrder at hlo
  -- split `N` into admissible orders for the three axes
  obtain ⟨a, ha⟩ : ∃ a, a = min t (N - (u + 1) / 2 - (v + 1) / 2) := ⟨_, rfl⟩
  obtain ⟨b, hb⟩ : ∃ b, b = min u (N - a - (v + 1) / 2) := ⟨_, rfl⟩
  obtain ⟨c, hc⟩ : ∃ c, c = N - a - b := ⟨_, rfl⟩
  let F : ℕ → ℕ → ℕ → ℝ := fun i j k => (X ^ t * coeff X t i) * (Y ^ u * coeff Y u j) *
    (Z ^ v * coeff Z v k) * (if i + j + k = N then 1 else 0)
  have hF : ∀ i j k, 0 ≤ F i j k := fun i j k =>
    mul_nonneg (mul_nonneg (mul_nonneg (coeff_sign hX t i).1 (coeff_sign hY u j).1)
      (coeff_sign hZ v k).1) (by split_ifs <;> norm_num)
  have hFpos : 0 < F a b c :=
    mul_pos (mul_pos (mul_pos ((coeff_sign hX t a).2 (by omega) (by omega))
      ((coeff_sign hY u b).2 (by omega) (by omega)))
      ((coeff_sign hZ v c).2 (by omega) (by omega)))
      (by rw [if_pos (by omega)]; norm_num)
  -- all contributions have one sign, so they cannot cancel
  have hpos : 0 < ∑ i ∈ range (t + 1), ∑ j ∈ range (u + 1), ∑ k ∈ range (v + 1), F i j k :=
    sum_pos' (fun i _ => sum_nonneg fun j _ => sum_nonneg fun k _ => hF i j k)
      ⟨a, mem_range.mpr (by omega), sum_pos' (fun j _ => sum_nonneg fun k _ => hF a j k)
        ⟨b, mem_range.mpr (by omega), sum_pos' (fun k _ => hF a b k)
          ⟨c, mem_range.mpr (by omega), hFpos⟩⟩⟩
  have hsum : X ^ t * Y ^ u * Z ^ v * (R m t u v - S m t u v) =
      (∑ i ∈ range (t + 1), ∑ j ∈ range (u + 1), ∑ k ∈ range (v + 1), F i j k) *
        (R (m + N) 0 0 0 - S (m + N) 0 0 0) := by
    rw [expansion hR m t u v, expansion hS m t u v]
    simp only [← sum_sub_distrib, mul_sum, sum_mul]
    refine sum_congr rfl fun i _ => sum_congr rfl fun j _ => sum_congr rfl fun k _ => ?_
    by_cases hn : i + j + k = N
    · simp only [F, hn, if_true]
      ring
    · rw [hoff _ hn]
      simp [F, hn]
  rw [heq, sub_self, mul_zero] at hsum
  exact mul_ne_zero hpos.ne' (sub_ne_zero.mpr hN) hsum.symm
```

This treats the seeds as independent numbers, such as separately tabulated values. Exact Boys functions at one argument are related to each other, so a missing order might be recovered from another.

## Arrays with arbitrary seeds

Such independent seeds do occur in arrays obeying all three recurrences. `ladder X g t n` grows a one-axis array from a seed sequence `g`; here the Hermite index comes before the order.

```lean
/-- The one-axis array grown from seeds `g`, with the Hermite index first and the order second. -/
def ladder (X : ℝ) (g : ℕ → ℝ) : ℕ → ℕ → ℝ
  | 0, n => g n
  | 1, n => X * g (n + 1)
  | t + 2, n => (t + 1) * ladder X g t (n + 1) + X * ladder X g (t + 1) (n + 1)

/-- The grown array obeys the one-axis recurrence. -/
theorem ladder_succ (X : ℝ) (g : ℕ → ℝ) (t n : ℕ) : ladder X g (t + 1) n =
    t * ladder X g (t - 1) (n + 1) + X * ladder X g t (n + 1) := by
  cases t <;> simp [ladder]
```

Growth is linear in the seeds, including when they are raised by one order.

```lean
/-- Growing an array along one axis respects linear combinations of seeds raised by one order. -/
theorem ladder_linear (X : ℝ) {a b : ℝ} {g h q : ℕ → ℝ}
    (hq : ∀ n, q n = a * g (n + 1) + b * h (n + 1)) (t : ℕ) :
    ∀ n, ladder X q t n = a * ladder X g t (n + 1) + b * ladder X h t (n + 1) := by
  induction t using Nat.strong_induction_on with
  | _ t ih =>
    intro n
    rcases t with _ | t
    · simpa only [ladder] using hq n
    · rw [ladder_succ, ladder_succ, ladder_succ, ih (t - 1) (by omega), ih t (by omega)]
      ring
```

The full array grows `b` along $Z$, uses the result as seeds along $Y$, and then repeats this along $X$. The $X$ recurrence is immediate. The $Y$ recurrence must pass through one later growth and the $Z$ recurrence through two, which takes one and two uses of linearity.

```lean
/-- For any seeds `b`, growing along the three axes in turn gives an array that obeys the
Hermite Coulomb recurrences and has exactly these seeds. -/
theorem isHermiteCoulomb_witness (X Y Z : ℝ) (b : ℕ → ℝ) :
    IsHermiteCoulomb X Y Z (fun n t u v => ladder X (ladder Y (ladder Z b v) u) t n) ∧
      ∀ n, ladder X (ladder Y (ladder Z b 0) 0) 0 n = b n := by
  refine ⟨⟨fun n t u v => ladder_succ X _ t n, fun n t u v => ?_, fun n t u v => ?_⟩,
    fun n => by simp only [ladder]⟩
  · exact ladder_linear X (ladder_succ Y (ladder Z b v) u) t n
  · exact ladder_linear X (ladder_linear Y (ladder_succ Z b v) u) t n

end

end HermiteCoulombWindow
```

```lean
#print axioms HermiteCoulombWindow.coeff_support
#print axioms HermiteCoulombWindow.eq_of_seeds_eq_on_window
#print axioms HermiteCoulombWindow.ne_of_seed_ne_in_window
```

```
'HermiteCoulombWindow.coeff_support' depends on axioms: [propext, Classical.choice, Quot.sound]
'HermiteCoulombWindow.eq_of_seeds_eq_on_window' depends on axioms: [propext, Classical.choice, Quot.sound]
'HermiteCoulombWindow.ne_of_seed_ne_in_window' depends on axioms: [propext, Classical.choice, Quot.sound]
```
